# In a fixed-orbital hybrid model, no Fock fraction removes both the fractional-charge and the fractional-spin error

Place electrons in one fixed orbital with self-repulsion J > 0. Describe them by a hybrid with a fraction a of Fock exchange and a fraction 1 − a of local exchange, where the local part is calibrated to be exact for one full electron of a single spin. Then no real a makes the energy error vanish both for a fractional charge x of a single spin, with 0 < x < 1, and for one electron shared between the spins as p and 1 − p, with 0 < p < 1. The first condition forces a = 1, and at a = 1 the second error is J p (1 − p), which is positive.

In this one-orbital model without a correlation functional, the two errors are simple forms of the delocalisation error of stretched H₂⁺ and the static-correlation error of spin-restricted stretched H₂. Within the model, a single global mixing fraction cannot cure both.

## One orbital, two occupations

Let φ be a normalised spatial orbital, holding p spin-up and q spin-down electrons, with p and q between 0 and 1. The spin densities are p|φ|² and q|φ|². In atomic units the self-repulsion is

J = ∬ |φ(r)|² |φ(r′)|² / |r − r′| dr dr′.

The orbital does not relax when the occupations change, and the constant in the local exchange will be set from J, so the orbital enters the interaction energy only through J. In Lean, `J`, `a`, `p` and `q` are therefore real numbers, and neither the orbital nor the integral appears.

```lean
import Mathlib

namespace HybridFractionalErrors

noncomputable section
```

The Hartree energy is half the repulsion of the total density (p + q)|φ|² with itself:

E_H = (J/2)(p + q)².

```lean
/-- Hartree repulsion of a fixed orbital with self-repulsion `J`, holding `p` spin-up
and `q` spin-down electrons. -/
def hartree (J p q : ℝ) : ℝ := J / 2 * (p + q) ^ 2
```

Fock exchange acts within each spin channel. The spin-up density matrix is p φ(r)φ*(r′), and its square contributes p²; the spin-down channel likewise contributes q². Hence

E_F = −(J/2)(p² + q²).

```lean
/-- Fock exchange energy of the same orbital: each spin channel exchanges only with itself. -/
def fockExchange (J p q : ℝ) : ℝ := -(J / 2) * (p ^ 2 + q ^ 2)
```

Local exchange integrates the 4/3 power of each spin density. With a fixed orbital, the occupations come out of the integral as p^(4/3) and q^(4/3), multiplied by a common constant. The model sets that constant to J/2:

E_L = −(J/2)(p^(4/3) + q^(4/3)).

This choice is a postulate. It makes local exchange cancel the Hartree energy for one full electron of a single spin, as Fock exchange does. A real local functional generally leaves a residue there, and the model removes it so that only the effect of fractional occupation remains.

```lean
/-- Local exchange energy for occupations `p, q ≥ 0`: it scales as the 4/3 power of each spin
density and is normalised to agree with Fock exchange for one full electron. -/
def localExchange (J p q : ℝ) : ℝ :=
  -(J / 2) * (p ^ (4 / 3 : ℝ) + q ^ (4 / 3 : ℝ))
```

## Why the hybrid energy is an error

The hybrid interaction energy is

D_a(p, q) = E_H + a E_F + (1 − a) E_L.

For p + q ≤ 1, the exact fractional state is an ensemble of the empty orbital and one-electron states. None of these contains a pair of electrons, so the exact interaction energy is zero and D_a(p, q) is itself the error. The one-electron energy is linear in p + q for a fixed orbital without a magnetic field, and adds no error.

In Lean, D_a(p, q) is `hybridError J a p q`. For p + q > 1 the same formula still gives the hybrid's interaction energy, but the exact value is no longer zero, so D_a(p, q) is not the error there.

```lean
/-- Interaction energy of a hybrid with Fock fraction `a`, for occupations `p, q ≥ 0`.
For `p + q ≤ 1` the exact interaction energy is zero, so this is the error of the hybrid. -/
def hybridError (J a p q : ℝ) : ℝ :=
  hartree J p q + a * fockExchange J p q + (1 - a) * localExchange J p q
```

## The 4/3 power between the square and the line

For 0 < x < 1 the logarithm of x is negative, so x^k = exp(k ln x) decreases as the exponent k grows. Since 1 < 4/3 < 2,

x² < x^(4/3) < x.

```lean
/-- For a fractional occupation `0 < x < 1`, the 4/3 power lies strictly between
the square of the occupation and the occupation itself. -/
theorem local_power_between {x : ℝ} (h0 : 0 < x) (h1 : x < 1) :
    x ^ 2 < x ^ (4 / 3 : ℝ) ∧ x ^ (4 / 3 : ℝ) < x := by
  constructor
  · have h := Real.rpow_lt_rpow_of_exponent_gt h0 h1
      (show (4 / 3 : ℝ) < 2 by norm_num)
    rwa [Real.rpow_two] at h
  · have h := Real.rpow_lt_rpow_of_exponent_gt h0 h1
      (show (1 : ℝ) < 4 / 3 by norm_num)
    rwa [Real.rpow_one] at h
```

The lemma `Real.rpow_lt_rpow_of_exponent_gt` is this monotonicity in the exponent. It is used once for each inequality.

## Fractional charge fixes the Fock fraction

With only one spin occupied, set p = x and q = 0:

D_a(x, 0) = (J/2)x² − a(J/2)x² − (1 − a)(J/2)x^(4/3)

= −(J/2)(1 − a)(x^(4/3) − x²).

Fock exchange cancels its share of the Hartree energy at every occupation. Local exchange does not, and what is left is weighted by 1 − a.

```lean
/-- For a spin-polarised occupation `0 ≤ x ≤ 1`, the error is the local self-interaction error,
scaled by the fraction `1 - a` of local exchange. -/
theorem charge_error (J a x : ℝ) :
    hybridError J a x 0 = -(J / 2) * (1 - a) * (x ^ (4 / 3 : ℝ) - x ^ 2) := by
  have h : (0 : ℝ) ^ (4 / 3 : ℝ) = 0 := Real.zero_rpow (by norm_num)
  simp only [hybridError, hartree, fockExchange, localExchange]
  rw [h]
  ring
```

The proof evaluates 0^(4/3) as 0 for the empty spin channel. After that, `ring` collects the terms, treating x^(4/3) as one more symbol.

For J > 0 and 0 < x < 1, the factors J/2 and x^(4/3) − x² are both positive. The product can therefore vanish only through 1 − a:

D_a(x, 0) = 0 exactly when a = 1.

For a < 1 the error is negative: the hybrid makes a fractional charge too stable.

```lean
/-- For `J > 0` and a single-spin fractional charge `0 < x < 1`, the error vanishes exactly at full
Fock exchange. -/
theorem charge_error_eq_zero_iff {J x : ℝ} (hJ : 0 < J) (h0 : 0 < x) (h1 : x < 1)
    (a : ℝ) : hybridError J a x 0 = 0 ↔ a = 1 := by
  have hgap := (local_power_between h0 h1).1
  rw [charge_error]
  constructor
  · intro h
    -- neither the repulsion nor the power gap can vanish
    rcases mul_eq_zero.mp h with h | h
    · rcases mul_eq_zero.mp h with h | h
      · linarith
      · linarith
    · linarith
  · intro h
    rw [h]
    ring
```

The two uses of `mul_eq_zero` split the product into its factors. The inequality for the powers excludes one of them, J > 0 excludes another, and the remaining factor gives a = 1. The converse is substitution.

The limit x = 1 shows where the condition on the charge comes from. There x^(4/3) = x² = 1, the error is zero for every a, and a full electron places no restriction on the Fock fraction.

## The repulsion that exchange never sees

Both exchange energies are sums over separate spins. Only the Hartree energy couples them, through

(p + q)² = p² + q² + 2pq.

Collecting the terms that belong to each spin alone gives

D_a(p, q) = D_a(p, 0) + D_a(q, 0) + J p q.

The last term is the repulsion between opposite spins. It does not depend on a, because neither form of exchange acts between the spins.

```lean
/-- Sum rule: the hybrid interaction energy with both spins occupied is the sum of the two
single-spin energies plus the opposite-spin repulsion `J p q`, whatever the Fock fraction. -/
theorem error_sum_rule (J a p q : ℝ) :
    hybridError J a p q = hybridError J a p 0 + hybridError J a q 0 + J * p * q := by
  rw [charge_error, charge_error]
  simp only [hybridError, hartree, fockExchange, localExchange]
  ring
```

At a = 1 the two single-spin errors vanish, and the sum rule leaves

D_1(p, q) = J p q.

For half an electron of each spin this is J/4. Full Fock exchange thus removes the fractional-charge error and leaves the opposite-spin repulsion entirely uncorrected.

```lean
/-- With full Fock exchange, the hybrid interaction energy is the opposite-spin repulsion `J p q`;
for half an electron of each spin it equals `J / 4`. -/
theorem full_exchange_error (J : ℝ) :
    (∀ p q : ℝ, hybridError J 1 p q = J * p * q) ∧
      hybridError J 1 (1 / 2) (1 / 2) = J / 4 := by
  have h : ∀ p q : ℝ, hybridError J 1 p q = J * p * q := by
    intro p q
    rw [error_sum_rule, charge_error, charge_error]
    ring
  refine ⟨h, ?_⟩
  rw [h]
  ring
```

The theorem contains both statements: the formula for all p and q, and its value at half occupations. The second follows from the first by substitution.

## No fraction satisfies both conditions

Suppose some a gave D_a(x, 0) = 0 and D_a(p, 1 − p) = 0. The first equation requires a = 1. The second then becomes

J p (1 − p) = 0,

but all three factors are positive. This is a contradiction.

The charge x and the spin share p are independent in the theorem. Failure therefore does not depend on a special pair of occupations: any one fractional charge and any one fractional spin state are enough. The fraction a ranges over all real numbers, including values below 0 and above 1.

```lean
/-- For `J > 0`, no real Fock fraction removes both the error of a single-spin fractional charge
`0 < x < 1` and the error of one electron shared between the spins as `p` and `1 - p`, with
`0 < p < 1`. -/
theorem no_fraction_removes_both {J x p : ℝ} (hJ : 0 < J) (hx0 : 0 < x) (hx1 : x < 1)
    (hp0 : 0 < p) (hp1 : p < 1) :
    ¬ ∃ a : ℝ, hybridError J a x 0 = 0 ∧ hybridError J a p (1 - p) = 0 := by
  rintro ⟨a, hcharge, hspin⟩
  -- the fractional charge fixes the Fock fraction
  have ha : a = 1 := (charge_error_eq_zero_iff hJ hx0 hx1 a).mp hcharge
  rw [ha, (full_exchange_error J).1] at hspin
  -- the opposite-spin repulsion is left over
  have hpos : 0 < J * p * (1 - p) := mul_pos (mul_pos hJ hp0) (sub_pos.mpr hp1)
  linarith
```

The proof follows the same order. `rintro` takes the supposed fraction and its two equations, `charge_error_eq_zero_iff` fixes the fraction, and `full_exchange_error` rewrites the spin error. The positive product `hpos` then contradicts the second equation.

## The sign of the fractional-spin error

For one electron shared between the spins, the Hartree energy is J/2 whatever the value of p. The error is

D_a(p, 1 − p) = (J/2)[a F + (1 − a) L],

with

F = 1 − p² − (1 − p)²,

L = 1 − p^(4/3) − (1 − p)^(4/3).

For 0 < p < 1, the power inequalities give p^(4/3) < p and (1 − p)^(4/3) < 1 − p. Adding them shows that L > 0. The squares are smaller still, so F > 0. When 0 ≤ a ≤ 1, the bracket is a weighted average of two positive numbers, and the error is positive.

Within the usual range of mixing fractions, the model therefore always places the spin-shared electron too high in energy.

```lean
/-- For `J > 0` and a Fock fraction between 0 and 1, one electron shared between the spins
as `p` and `1 - p`, with `0 < p < 1`, has a strictly positive error. -/
theorem spin_error_pos {J a p : ℝ} (hJ : 0 < J) (ha0 : 0 ≤ a) (ha1 : a ≤ 1)
    (hp0 : 0 < p) (hp1 : p < 1) : 0 < hybridError J a p (1 - p) := by
  have hp := local_power_between hp0 hp1
  have hq := local_power_between (sub_pos.mpr hp1) (show 1 - p < 1 by linarith)
  -- both kinds of exchange fall short of the Hartree repulsion
  have hF : 0 < 1 - p ^ 2 - (1 - p) ^ 2 := by linarith [hp.1, hp.2, hq.1, hq.2]
  have hL : 0 < 1 - p ^ (4 / 3 : ℝ) - (1 - p) ^ (4 / 3 : ℝ) := by
    linarith [hp.2, hq.2]
  have hmix : 0 < a * (1 - p ^ 2 - (1 - p) ^ 2)
      + (1 - a) * (1 - p ^ (4 / 3 : ℝ) - (1 - p) ^ (4 / 3 : ℝ)) := by
    rcases ha0.eq_or_lt with h | h
    · rw [← h]
      linarith
    · exact add_pos_of_pos_of_nonneg (mul_pos h hF)
        (mul_nonneg (sub_nonneg.mpr ha1) hL.le)
  have heq : hybridError J a p (1 - p) = J / 2 * (a * (1 - p ^ 2 - (1 - p) ^ 2)
      + (1 - a) * (1 - p ^ (4 / 3 : ℝ) - (1 - p) ^ (4 / 3 : ℝ))) := by
    simp only [hybridError, hartree, fockExchange, localExchange]
    ring
  rw [heq]
  exact mul_pos (half_pos hJ) hmix
```

The intermediate facts `hF` and `hL` are the two positivity statements, and `hmix` is the weighted average. The case a = 0 is treated separately because the Fock term is then zero, and positivity comes from the local term alone.

## How small the larger error can be

Take half occupations and write

s = D_a(1/2, 1/2), c = D_a(1/2, 0).

The sum rule gives s = 2c + J/4. Let M be the larger of |s| and |c|. Then s ≤ M and −c ≤ M, so

J/4 = s − 2c ≤ 3M,

and hence M ≥ J/12.

No choice of a can bring both half-occupation errors below this value in magnitude. The bound is specific to these two occupations; it does not cover every x and p.

```lean
/-- For every real Fock fraction, the larger of the absolute errors for half an electron of
each spin and for half an electron of one spin is at least `J / 12`. -/
theorem worst_error_bound (J a : ℝ) :
    J / 12 ≤ max |hybridError J a (1 / 2) (1 / 2)| |hybridError J a (1 / 2) 0| := by
  have hsum := error_sum_rule J a (1 / 2) (1 / 2)
  have h1 := (le_abs_self (hybridError J a (1 / 2) (1 / 2))).trans
    (le_max_left _ |hybridError J a (1 / 2) 0|)
  have h2 := (neg_le_abs (hybridError J a (1 / 2) 0)).trans
    (le_max_right |hybridError J a (1 / 2) (1 / 2)| _)
  linarith
```

The steps `h1` and `h2` are the inequalities s ≤ M and −c ≤ M. `linarith` combines them with the sum rule. No sign condition on J is needed, since the bound is trivial when J is negative.

## A fraction that balances the two errors

To reach the bound, look for the fraction with c = −J/12. Let

g = (1/2)^(4/3) − (1/2)²,

which is positive by the power inequality. The formula for the charge error gives

−(J/2)(1 − a)g = −J/12,

so for J > 0

a = 1 − 1/(6g).

```lean
/-- The Fock fraction at which, for `J > 0`, the two half-occupation errors are equal in magnitude
and opposite in sign. -/
def balancedFraction : ℝ := 1 - 1 / (6 * ((1 / 2 : ℝ) ^ (4 / 3 : ℝ) - (1 / 2) ^ 2))
```

With this fraction the sum rule gives

s = 2(−J/12) + J/4 = J/12.

The two errors have equal magnitude and opposite sign. For J ≥ 0 the larger magnitude is exactly J/12, so the bound is sharp over all real a.

```lean
/-- At the balanced Fock fraction the error is `J / 12` for half an electron of each spin and
`-J / 12` for half an electron of one spin. -/
theorem balanced_errors (J : ℝ) :
    hybridError J balancedFraction (1 / 2) (1 / 2) = J / 12 ∧
      hybridError J balancedFraction (1 / 2) 0 = -(J / 12) := by
  have hgap : (1 / 2 : ℝ) ^ (4 / 3 : ℝ) - (1 / 2) ^ 2 ≠ 0 :=
    (sub_pos.mpr (local_power_between (by norm_num) (by norm_num)).1).ne'
  have key : ∀ g : ℝ, g ≠ 0 →
      -(J / 2) * (1 - (1 - 1 / (6 * g))) * g = -(J / 12) := by
    intro g hg
    have h : 1 / (6 * g) * g = 1 / 6 := by field_simp
    linear_combination (-(J / 2)) * h
  have hcharge : hybridError J balancedFraction (1 / 2) 0 = -(J / 12) := by
    rw [charge_error, balancedFraction]
    exact key _ hgap
  refine ⟨?_, hcharge⟩
  -- the sum rule turns the charge error into the spin error
  rw [error_sum_rule, hcharge]
  ring

end

end HybridFractionalErrors
```

Here `hgap` states that g is nonzero, and `key` carries out the cancellation of g in the charge error. The spin error then follows from the sum rule.

The balanced fraction is about −0.135, so it lies outside the range of an ordinary hybrid. For 0 ≤ a ≤ 1 and J > 0, the larger of the two errors is smallest at a = 0, where it is about 0.103 J; these decimals and this restricted minimum come from evaluating the formulas above separately from the Lean proofs.

```lean
#print axioms HybridFractionalErrors.no_fraction_removes_both
#print axioms HybridFractionalErrors.spin_error_pos
#print axioms HybridFractionalErrors.worst_error_bound
#print axioms HybridFractionalErrors.balanced_errors
```

```
'HybridFractionalErrors.no_fraction_removes_both' depends on axioms: [propext, Classical.choice, Quot.sound]
'HybridFractionalErrors.spin_error_pos' depends on axioms: [propext, Classical.choice, Quot.sound]
'HybridFractionalErrors.worst_error_bound' depends on axioms: [propext, Classical.choice, Quot.sound]
'HybridFractionalErrors.balanced_errors' depends on axioms: [propext, Classical.choice, Quot.sound]
```
